# Every quantum channel on a d-level system (d ≥ 1) has a stationary state

A qubit passes through the same noisy device again and again. Is there a state that the device leaves unchanged? Waiting need not reveal one: a device that swaps the two basis states sends the first to the second and back for ever. The average over time settles down even there, and such averages lead to a stationary state for any channel on finitely many levels.

## States, channels and time averages

```lean
import Mathlib

open Matrix Filter Topology
open scoped ComplexOrder

namespace StationaryStates

noncomputable section

variable {n κ : Type*} [Fintype n] [Fintype κ]
```

The type `n` labels the basis states; its number of elements is d. The type `κ` labels the Kraus operators. Both are finite. With `ComplexOrder` open, 0 ≤ z for a complex z means that z is real and non-negative.

```lean
/-- A density matrix: positive semidefinite with trace one. -/
def IsDensity (ρ : Matrix n n ℂ) : Prop := ρ.PosSemidef ∧ ρ.trace = 1
```

A density matrix is a positive semidefinite matrix ρ, hence Hermitian, with tr ρ = 1.

```lean
/-- The map `ρ ↦ ∑ K_k ρ K_k†` with Kraus operators `K_k`. -/
def channel (K : κ → Matrix n n ℂ) : Matrix n n ℂ →ₗ[ℂ] Matrix n n ℂ where
  toFun ρ := ∑ k, K k * ρ * (K k)ᴴ
  map_add' ρ σ := by simp [mul_add, add_mul, Finset.sum_add_distrib]
  map_smul' c ρ := by simp [Finset.smul_sum]
```

This is the map, written Φ below,

Φ(ρ) = ∑_k K_k ρ K_k†,

where `ᴴ` is the dagger. The arrow `→ₗ[ℂ]` says that Φ is complex-linear, which the last two lines prove. Φ is a quantum channel when ∑_k K_k† K_k = 1, which expresses conservation of total probability. The Lean definition does not include this relation; it enters later as the hypothesis `hK`.

```lean
/-- The average of the `N + 1` matrices obtained from `ρ` by applying the map `0, 1, …, N` times. -/
def timeAverage (K : κ → Matrix n n ℂ) (ρ : Matrix n n ℂ) (N : ℕ) : Matrix n n ℂ :=
  ((N : ℝ) + 1)⁻¹ • ∑ t ∈ Finset.range (N + 1), (channel K)^[t] ρ
```

With `^[t]` for t-fold application, the time average is

A_N = (1/(N+1)) ∑_{t=0}^{N} Φ^t(ρ).

## Density matrices form a compact set

```lean
/-- Every entry of a density matrix has modulus at most one. -/
theorem norm_entry_le_one {ρ : Matrix n n ℂ} (h : IsDensity ρ) (i j : n) :
    ‖ρ i j‖ ≤ 1 := by
  have hd : ∀ k, 0 ≤ (ρ k k).re ∧ 0 = (ρ k k).im :=
    fun k => Complex.nonneg_iff.mp h.1.diag_nonneg
  have htr : ∑ k, (ρ k k).re = 1 := by
    have := congrArg Complex.re h.2
    simpa [Matrix.trace] using this
  have hle : ∀ k, (ρ k k).re ≤ 1 := by
    intro k
    rw [← htr]
    exact Finset.single_le_sum (f := fun k => (ρ k k).re)
      (fun k _ => (hd k).1) (Finset.mem_univ k)
  -- the two-by-two minor on the levels i, j is non-negative
  have hdet := (h.1.submatrix ![i, j]).det_nonneg
  rw [Matrix.det_fin_two] at hdet
  have hre : 0 ≤ (ρ i i * ρ j j - ρ i j * ρ j i).re := (Complex.nonneg_iff.mp hdet).1
  have hji : ρ j i = star (ρ i j) := (h.1.isHermitian.apply j i).symm
  rw [hji] at hre
  simp only [Complex.sub_re, Complex.mul_re, Complex.star_def, Complex.conj_re,
    Complex.conj_im, ← (hd i).2, ← (hd j).2] at hre
  have hsq : ‖ρ i j‖ ^ 2 ≤ 1 := by
    rw [Complex.sq_norm, Complex.normSq_apply]
    nlinarith [mul_le_one₀ (hle i) (hd j).1 (hle j)]
  nlinarith [norm_nonneg (ρ i j)]
```

A theorem lists its hypotheses before the colon and its claim after it; the proof follows `:= by`. Here the populations ρ_ii are non-negative and sum to one, so each is at most one. The two-by-two minor on levels i and j is non-negative (`hdet`), and ρ_ji is the conjugate of ρ_ij, so

|ρ_ij|² ≤ ρ_ii ρ_jj ≤ 1.

The tactic `nlinarith` completes these inequalities.

```lean
/-- The density matrices form a compact set. -/
theorem isCompact_density : IsCompact {ρ : Matrix n n ℂ | IsDensity ρ} := by
  have hpos : IsClosed {z : ℂ | 0 ≤ z} := by
    simp only [Complex.nonneg_iff]
    exact (isClosed_le continuous_const Complex.continuous_re).inter
      (isClosed_eq continuous_const Complex.continuous_im)
  have hq : ∀ x : n → ℂ, Continuous fun ρ : Matrix n n ℂ => star x ⬝ᵥ (ρ *ᵥ x) := fun x =>
    continuous_finsetSum _ fun i _ => continuous_const.mul
      (continuous_finsetSum _ fun j _ => (continuous_id.matrix_elem i j).mul continuous_const)
  have hset : {ρ : Matrix n n ℂ | IsDensity ρ} =
      ({ρ | ρᴴ = ρ} ∩ ⋂ x : n → ℂ, {ρ | 0 ≤ star x ⬝ᵥ (ρ *ᵥ x)}) ∩ {ρ | ρ.trace = 1} := by
    ext ρ
    simp only [IsDensity, Matrix.posSemidef_iff_dotProduct_mulVec, Matrix.IsHermitian,
      Set.mem_ofPred_eq, Set.mem_inter_iff, Set.mem_iInter]
  have hclosed : IsClosed {ρ : Matrix n n ℂ | IsDensity ρ} := by
    rw [hset]
    exact ((isClosed_eq continuous_id.matrix_conjTranspose continuous_id).inter
      (isClosed_iInter fun x => hpos.preimage (hq x))).inter
      (isClosed_eq continuous_id.matrix_trace continuous_const)
  -- a closed subset of a product of closed unit discs
  have hbox : IsCompact (Set.univ.pi fun _ : n => Set.univ.pi fun _ : n =>
      Metric.closedBall (0 : ℂ) 1) :=
    isCompact_univ_pi fun _ => isCompact_univ_pi fun _ => isCompact_closedBall _ _
  refine IsCompact.of_isClosed_subset (X := Matrix n n ℂ) hbox hclosed ?_
  intro ρ hρ i _ j _
  exact mem_closedBall_zero_iff.mpr (norm_entry_le_one hρ i j)
```

The conditions ρ† = ρ, x†ρx ≥ 0 for every vector x, and tr ρ = 1 each survive limits, so the set of density matrices is closed (`hclosed`). By the previous bound it lies in a product of closed unit discs, one per entry, which is compact (`hbox`). A closed subset of a compact set is compact.

## The drift of the average vanishes

```lean
variable [DecidableEq n]

/-- A channel with `∑ K_k† K_k = 1` sends density matrices to density matrices. -/
theorem channel_density {K : κ → Matrix n n ℂ} (hK : ∑ k, (K k)ᴴ * K k = 1)
    {ρ : Matrix n n ℂ} (h : IsDensity ρ) : IsDensity (channel K ρ) := by
  refine ⟨Matrix.posSemidef_sum _ fun k _ => h.1.mul_mul_conjTranspose_same (K k), ?_⟩
  change (∑ k, K k * ρ * (K k)ᴴ).trace = 1
  rw [Matrix.trace_sum, Finset.sum_congr rfl fun k _ => Matrix.trace_mul_cycle (K k) ρ (K k)ᴴ,
    ← Matrix.trace_sum, ← Finset.sum_mul, hK, one_mul, h.2]
```

Positivity is preserved because x†K_k ρ K_k†x = (K_k†x)† ρ (K_k†x) ≥ 0. For the trace, cyclicity gives

tr Φ(ρ) = ∑_k tr(K_k† K_k ρ) = tr ρ = 1.

```lean
/-- If `∑ K_k† K_k = 1` and the initial matrix is a density matrix, one further step of the channel
changes each entry of the time average by at most `2 / (N + 1)`. -/
theorem timeAverage_drift {K : κ → Matrix n n ℂ} (hK : ∑ k, (K k)ᴴ * K k = 1)
    {ρ : Matrix n n ℂ} (h : IsDensity ρ) (N : ℕ) (i j : n) :
    ‖(channel K (timeAverage K ρ N) - timeAverage K ρ N) i j‖ ≤ 2 * (1 / ((N : ℝ) + 1)) := by
  have hit : ∀ t, IsDensity ((channel K)^[t] ρ) := by
    intro t
    induction t with
    | zero => exact h
    | succ t ih => rw [Function.iterate_succ_apply']; exact channel_density hK ih
  -- the sum over time steps telescopes
  have htel : channel K (timeAverage K ρ N) - timeAverage K ρ N =
      ((N : ℝ) + 1)⁻¹ • ((channel K)^[N + 1] ρ - ρ) := by
    unfold timeAverage
    rw [LinearMap.map_smul_of_tower, map_sum, ← smul_sub, ← Finset.sum_sub_distrib]
    congr 1
    have hs := Finset.sum_range_sub (fun t => (channel K)^[t] ρ) (N + 1)
    simpa only [Function.iterate_succ_apply', Function.iterate_zero, id] using hs
  have hN : (0 : ℝ) ≤ ((N : ℝ) + 1)⁻¹ := by positivity
  rw [htel, Matrix.smul_apply, Matrix.sub_apply, norm_smul, Real.norm_of_nonneg hN, one_div,
    mul_comm]
  refine mul_le_mul_of_nonneg_right ?_ hN
  linarith [norm_sub_le (((channel K)^[N + 1] ρ) i j) (ρ i j),
    norm_entry_le_one (hit (N + 1)) i j, norm_entry_le_one h i j]
```

By induction every Φ^t(ρ) is a density matrix (`hit`). By linearity the sum telescopes (`htel`):

Φ(A_N) − A_N = (1/(N+1)) ∑_{t=0}^{N} (Φ^{t+1}(ρ) − Φ^t(ρ))
= (Φ^{N+1}(ρ) − ρ)/(N+1).

Both matrices in the last bracket have entries of modulus at most one, so each entry of the drift is at most 2/(N+1) in modulus.

```lean
/-- If a closed convex set of matrices is preserved by a channel and contains a density matrix,
then it contains a stationary density matrix. -/
theorem exists_stationary_mem {K : κ → Matrix n n ℂ} (hK : ∑ k, (K k)ᴴ * K k = 1)
    {S : Set (Matrix n n ℂ)} (hS : IsClosed S) (hconv : Convex ℝ S)
    (hinv : ∀ ρ ∈ S, channel K ρ ∈ S) {ρ₀ : Matrix n n ℂ} (h₀ : IsDensity ρ₀) (hmem : ρ₀ ∈ S) :
    ∃ ρ ∈ S, IsDensity ρ ∧ channel K ρ = ρ := by
  have hit : ∀ t, IsDensity ((channel K)^[t] ρ₀) ∧ (channel K)^[t] ρ₀ ∈ S := by
    intro t
    induction t with
    | zero => exact ⟨h₀, hmem⟩
    | succ t ih =>
      rw [Function.iterate_succ_apply']
      exact ⟨channel_density hK ih.1, hinv _ ih.2⟩
  have havS : ∀ N, timeAverage K ρ₀ N ∈ S := by
    intro N
    have hN : (N : ℝ) + 1 ≠ 0 := by positivity
    unfold timeAverage
    rw [Finset.smul_sum]
    exact hconv.sum_mem (fun _ _ => by positivity) (by simp [hN]) fun t _ => (hit t).2
  have havD : ∀ N, IsDensity (timeAverage K ρ₀ N) := by
    intro N
    have hN : (N : ℂ) + 1 ≠ 0 := by exact_mod_cast Nat.succ_ne_zero N
    have hc : (0 : ℂ) ≤ ((((N : ℝ) + 1)⁻¹ : ℝ) : ℂ) :=
      Complex.zero_le_real.mpr (by positivity)
    have he : timeAverage K ρ₀ N = ((((N : ℝ) + 1)⁻¹ : ℝ) : ℂ) •
        ∑ t ∈ Finset.range (N + 1), (channel K)^[t] ρ₀ := by
      ext i j
      simp only [timeAverage, Matrix.smul_apply, Complex.real_smul, smul_eq_mul]
    rw [he]
    refine ⟨(Matrix.posSemidef_sum _ fun t _ => (hit t).1.1).smul hc, ?_⟩
    rw [Matrix.trace_smul, Matrix.trace_sum, Finset.sum_congr rfl fun t _ => (hit t).1.2]
    simp [hN]
  -- compactness gives a convergent subsequence of the time averages
  have : FirstCountableTopology (Matrix n n ℂ) :=
    inferInstanceAs (FirstCountableTopology (n → n → ℂ))
  obtain ⟨ρ, hρ, φ, hφ, hlim⟩ := isCompact_density.tendsto_subseq havD
  refine ⟨ρ, hS.mem_of_tendsto hlim (Eventually.of_forall fun m => havS (φ m)), hρ, ?_⟩
  have hcont : Continuous fun σ : Matrix n n ℂ => channel K σ :=
    continuous_finsetSum _ fun k _ =>
      (continuous_const.matrix_mul continuous_id).matrix_mul continuous_const
  ext i j
  -- the drift tends to zero along the subsequence
  have h1 := (((hcont.sub continuous_id).matrix_elem i j).tendsto ρ).comp hlim
  have h2 := (tendsto_one_div_add_atTop_nhds_zero_nat (𝕜 := ℝ)).comp hφ.tendsto_atTop
  have h3 := h2.const_mul 2
  rw [mul_zero] at h3
  have h4 := squeeze_zero_norm (fun m => timeAverage_drift hK h₀ (φ m) i j) h3
  exact sub_eq_zero.mp (tendsto_nhds_unique h1 h4)
```

Let S be a closed convex set of matrices that Φ maps into itself, and let the initial density matrix ρ₀ lie in S. All iterates of ρ₀ are density matrices in S. Their averages are too, by convexity (`havS`, `havD`).

Compactness supplies a subsequence A_φ(m) that converges to a density matrix ρ, and ρ lies in S because S is closed. By continuity the drift along the subsequence tends to Φ(ρ) − ρ (`h1`). By the previous bound its entries tend to zero (`h4`). Limits are unique, so Φ(ρ) = ρ.

## Stationary states, with and without symmetry

```lean
/-- The maximally mixed state is a density matrix. -/
theorem maximallyMixed_density [Nonempty n] :
    IsDensity ((((Fintype.card n : ℝ)⁻¹ : ℝ) : ℂ) • (1 : Matrix n n ℂ)) := by
  refine ⟨Matrix.PosSemidef.one.smul (Complex.zero_le_real.mpr (by positivity)), ?_⟩
  simp [Matrix.trace_smul, Matrix.trace_one]
```

The matrix 1/d is positive and has trace d/d = 1. The assumption `[Nonempty n]` says d ≥ 1.

```lean
/-- Every quantum channel on a non-zero finite-dimensional system has a stationary state. -/
theorem exists_stationary_state [Nonempty n] (K : κ → Matrix n n ℂ)
    (hK : ∑ k, (K k)ᴴ * K k = 1) :
    ∃ ρ : Matrix n n ℂ, IsDensity ρ ∧ ∑ k, K k * ρ * (K k)ᴴ = ρ := by
  obtain ⟨ρ, -, h⟩ := exists_stationary_mem hK isClosed_univ convex_univ
    (fun _ _ => Set.mem_univ _) maximallyMixed_density (Set.mem_univ _)
  exact ⟨ρ, h⟩
```

In words: for finitely many d by d matrices K_k with ∑_k K_k† K_k = 1, there is a density matrix ρ with ∑_k K_k ρ K_k† = ρ. The proof takes S to be the whole matrix space and starts from 1/d.

For a simulation of an open system in discrete time, with finitely many levels and the same channel at each step, the search for a steady state therefore always has a solution. The theorem does not say that the solution is unique or that repeated application approaches it.

```lean
/-- A channel covariant under a family of unitaries has a stationary state that is invariant
under all of them. -/
theorem exists_symmetric_stationary_state [Nonempty n] {ι : Type*} (K : κ → Matrix n n ℂ)
    (hK : ∑ k, (K k)ᴴ * K k = 1) (U : ι → Matrix n n ℂ) (hU : ∀ g, U g * (U g)ᴴ = 1)
    (hcov : ∀ g ρ, channel K (U g * ρ * (U g)ᴴ) = U g * channel K ρ * (U g)ᴴ) :
    ∃ ρ, IsDensity ρ ∧ channel K ρ = ρ ∧ ∀ g, U g * ρ * (U g)ᴴ = ρ := by
  have hS : IsClosed {ρ : Matrix n n ℂ | ∀ g, U g * ρ * (U g)ᴴ = ρ} := by
    rw [Set.ofPred_forall]
    exact isClosed_iInter fun g => isClosed_eq
      ((continuous_const.matrix_mul continuous_id).matrix_mul continuous_const) continuous_id
  have hconv : Convex ℝ {ρ : Matrix n n ℂ | ∀ g, U g * ρ * (U g)ᴴ = ρ} := by
    intro ρ hρ σ hσ a b _ _ _ g
    rw [Matrix.mul_add, Matrix.add_mul, Matrix.mul_smul, Matrix.mul_smul, Matrix.smul_mul,
      Matrix.smul_mul, hρ g, hσ g]
  obtain ⟨ρ, hsym, hd, hfix⟩ := exists_stationary_mem hK hS hconv
    (fun ρ hρ g => by rw [← hcov, hρ g]) maximallyMixed_density
    (fun g => by rw [Matrix.mul_smul, Matrix.smul_mul, mul_one, hU])
  exact ⟨ρ, hd, hfix, hsym⟩
```

Now let U_g be any family of unitaries with which the channel is compatible:

Φ(U_g ρ U_g†) = U_g Φ(ρ) U_g†.

Take S to be the matrices with U_g ρ U_g† = ρ for all g. This set is closed and convex. It is preserved, since U_g Φ(ρ) U_g† = Φ(U_g ρ U_g†) = Φ(ρ), and it contains 1/d, since U_g U_g† = 1. Some stationary state therefore has the full symmetry, though others may lack it.

## Amplitude damping of a qubit

```lean
/-- The Kraus operators of qubit amplitude damping with real amplitudes `c` and `s`. -/
def damping (c s : ℝ) : Fin 2 → Matrix (Fin 2) (Fin 2) ℂ :=
  ![!![1, 0; 0, (c : ℂ)], !![0, (s : ℂ); 0, 0]]
```

The levels are 0 (ground) and 1 (excited). The first Kraus operator is diag(1, c); the second moves the excited level to the ground level with amplitude s. When c² + s² = 1, s² is the decay probability per step.

```lean
/-- The action of amplitude damping on the entries of a qubit matrix. -/
theorem damping_apply (c s : ℝ) (ρ : Matrix (Fin 2) (Fin 2) ℂ) :
    channel (damping c s) ρ =
      !![ρ 0 0 + (s : ℂ) ^ 2 * ρ 1 1, c * ρ 0 1; c * ρ 1 0, (c : ℂ) ^ 2 * ρ 1 1] := by
  change ∑ k, damping c s k * ρ * (damping c s k)ᴴ = _
  ext i j
  fin_cases i <;> fin_cases j <;>
    simp [damping, Matrix.mul_apply, Matrix.vecMul, dotProduct, Fin.sum_univ_two] <;> ring
```

Multiplying out, level 0 gains s²ρ_11, level 1 keeps c²ρ_11, and the coherences ρ_01 and ρ_10 are multiplied by c. When c² + s² = 1, the gain of level 0 is exactly the loss of level 1.

```lean
/-- For `c² + s² = 1` amplitude damping satisfies the Kraus relation and is covariant under
the unitary `diag(1, -1)`. -/
theorem damping_witness (c s : ℝ) (h : c ^ 2 + s ^ 2 = 1) :
    ∑ k, (damping c s k)ᴴ * damping c s k = 1 ∧
    (!![1, 0; 0, -1] : Matrix (Fin 2) (Fin 2) ℂ) * !![1, 0; 0, -1]ᴴ = 1 ∧
    ∀ ρ, channel (damping c s) (!![1, 0; 0, -1] * ρ * !![1, 0; 0, -1]ᴴ) =
      !![1, 0; 0, -1] * channel (damping c s) ρ * !![1, 0; 0, -1]ᴴ := by
  have hc : (c : ℂ) ^ 2 + (s : ℂ) ^ 2 = 1 := by exact_mod_cast h
  refine ⟨?_, ?_, fun ρ => ?_⟩
  · ext i j
    fin_cases i <;> fin_cases j <;>
      simp [damping, Matrix.mul_apply, Fin.sum_univ_two]
    -- only the lower right entry of the Kraus sum remains
    linear_combination hc
  · ext i j
    fin_cases i <;> fin_cases j <;> simp [Matrix.mul_apply, Fin.sum_univ_two]
  · rw [damping_apply, damping_apply]
    ext i j
    fin_cases i <;> fin_cases j <;>
      simp [Matrix.mul_apply, Matrix.vecMul, dotProduct, Fin.sum_univ_two]
```

The Kraus sum is diag(1, c² + s²) = 1. Conjugation by diag(1, −1) reverses the sign of the coherences, which commutes with multiplying them by c.

```lean
/-- With non-zero damping, a qubit matrix of trace one is stationary exactly when it is the
projector on the first basis state. -/
theorem damping_stationary_iff (c s : ℝ) (h : c ^ 2 + s ^ 2 = 1) (hs : s ≠ 0)
    (ρ : Matrix (Fin 2) (Fin 2) ℂ) (htr : ρ.trace = 1) :
    channel (damping c s) ρ = ρ ↔ ρ = !![1, 0; 0, 0] := by
  have hc : (c : ℂ) ^ 2 + (s : ℂ) ^ 2 = 1 := by exact_mod_cast h
  have hs' : (s : ℂ) ^ 2 ≠ 0 := pow_ne_zero 2 (by exact_mod_cast hs)
  have hc1 : (c : ℂ) - 1 ≠ 0 := fun h1 => hs' (by linear_combination hc - ((c : ℂ) + 1) * h1)
  rw [damping_apply]
  constructor
  · intro hfix
    have e00 : ρ 0 0 + (s : ℂ) ^ 2 * ρ 1 1 = ρ 0 0 := congrFun (congrFun hfix 0) 0
    have e01 : (c : ℂ) * ρ 0 1 = ρ 0 1 := congrFun (congrFun hfix 0) 1
    have e10 : (c : ℂ) * ρ 1 0 = ρ 1 0 := congrFun (congrFun hfix 1) 0
    have p11 : (s : ℂ) ^ 2 * ρ 1 1 = 0 := by linear_combination e00
    have p01 : ((c : ℂ) - 1) * ρ 0 1 = 0 := by linear_combination e01
    have p10 : ((c : ℂ) - 1) * ρ 1 0 = 0 := by linear_combination e10
    have h11 := (mul_eq_zero.mp p11).resolve_left hs'
    have h01 := (mul_eq_zero.mp p01).resolve_left hc1
    have h10 := (mul_eq_zero.mp p10).resolve_left hc1
    rw [Matrix.trace_fin_two, h11, add_zero] at htr
    ext i j
    fin_cases i <;> fin_cases j <;> simp [htr, h01, h10, h11]
  · intro hρ
    rw [hρ]
    ext i j
    fin_cases i <;> fin_cases j <;> simp

end

end StationaryStates
```

Comparing entries in Φ(ρ) = ρ gives

s²ρ_11 = 0, (c − 1)ρ_01 = 0, (c − 1)ρ_10 = 0.

Since c² + s² = 1 (the hypothesis `h`) and s ≠ 0, also c ≠ 1, so all three entries vanish and the trace forces ρ_00 = 1. Conversely, the ground-state projector is unchanged. Positivity of ρ is not needed.

For numbers, take c = 3/5 and s = 4/5, and start from diag(0.5, 0.5). Each step multiplies the excited population by c² = 0.36, giving 0.5, 0.18, 0.0648. The average of the first two states is A_1 = diag(0.66, 0.34). One more step takes its excited population to 0.36 · 0.34 = 0.1224, a change of −0.2176. The telescoped formula agrees: (0.0648 − 0.5)/2 = −0.2176, within the bound 2/(N+1) = 1 for N = 1.

```lean
#print axioms StationaryStates.exists_stationary_state
-- 'StationaryStates.exists_stationary_state' depends on axioms: [propext, Classical.choice, Quot.sound]
#print axioms StationaryStates.exists_symmetric_stationary_state
-- 'StationaryStates.exists_symmetric_stationary_state' depends on axioms: [propext, Classical.choice, Quot.sound]
#print axioms StationaryStates.damping_stationary_iff
-- 'StationaryStates.damping_stationary_iff' depends on axioms: [propext, Classical.choice, Quot.sound]
```
